# Arbitrarily small gradient errors can rule out every symmetric Hessian that fits two or more independent steps

In geometry optimisation, an approximate Hessian `B` may be asked to reproduce the gradient changes seen over several steps; with steps and gradient changes as the columns of real, finite matrices `S` and `Y`, these secant conditions read `B * S = Y`. The theorem `secant_conditions_fragile` takes linearly independent steps, at least two in number, and states that there is a direction `W`, the same for all `Y`, with this property: if some symmetric `B` meets the conditions for `Y`, then none meets them for `Y + ε • W`, however small the nonzero real number `ε`. The proof rests on the criterion, shown earlier in the file, that a symmetric `B` exists exactly when `SᵀY` is symmetric. It chooses `W` as the transposed left inverse of `S` times a matrix whose only nonzero entry is a 1 at the off-diagonal place `i`, `j`, so that the shift changes just one entry of `SᵀY` and spoils its symmetry.

The first attempt, which Lean rejects:

```lean
import Mathlib

open Matrix

namespace SecantConditionsFragile

noncomputable section

variable {n m : Type*} [Fintype n] [Fintype m] [DecidableEq m]

/-- The left inverse `(SᵀS)⁻¹Sᵀ` of a matrix of steps, meant for `S` with linearly
independent columns, where `SᵀS` is invertible. -/
def leftInv (S : Matrix n m ℝ) : Matrix m n ℝ := (Sᵀ * S)⁻¹ * Sᵀ

/-- The multi-secant update of a Hessian `B₀`, built from the residual `Y - B₀S` of the secant
conditions; meant for symmetric `B₀`, symmetric `SᵀY` and `S` with linearly independent columns. -/
def multiSecantUpdate (B₀ : Matrix n n ℝ) (S Y : Matrix n m ℝ) : Matrix n n ℝ :=
  B₀ + (Y - B₀ * S) * leftInv S + (leftInv S)ᵀ * (Y - B₀ * S)ᵀ
    - (leftInv S)ᵀ * (Sᵀ * (Y - B₀ * S)) * leftInv S

/-- If the steps are linearly independent, `leftInv S` is a left inverse of `S`. -/
theorem leftInv_mul {S : Matrix n m ℝ} (hS : LinearIndependent ℝ S.col) :
    leftInv S * S = 1 := by
  have hdet : IsUnit (Sᵀ * S).det := by
    rw [isUnit_iff_ne_zero]
    intro h
    obtain ⟨v, hv, h0⟩ := Matrix.exists_mulVec_eq_zero_iff.mpr h
    -- a null vector of the Gram matrix gives a combination of steps of length zero
    have h1 : (S *ᵥ v) ⬝ᵥ (S *ᵥ v) = 0 := by
      rw [Matrix.dotProduct_mulVec, ← Matrix.mulVec_transpose, Matrix.mulVec_mulVec, h0,
        zero_dotProduct]
    have h2 : S *ᵥ v = S *ᵥ 0 := by
      rw [dotProduct_self_eq_zero.mp h1, Matrix.mulVec_zero]
    exact hv (Matrix.mulVec_injective_iff.mpr hS h2)
  rw [leftInv, Matrix.mul_assoc, Matrix.nonsing_inv_mul _ hdet]

omit [Fintype m] [DecidableEq m] in
/-- If a symmetric Hessian `B` maps the steps `S` to the gradient changes `Y`, then
`SᵀY` is symmetric. -/
theorem isSymm_of_secant {S Y : Matrix n m ℝ} {B : Matrix n n ℝ}
    (hB : B.IsSymm) (h : B * S = Y) : (Sᵀ * Y).IsSymm := by
  subst h
  unfold Matrix.IsSymm
  rw [Matrix.transpose_mul, Matrix.transpose_mul, Matrix.transpose_transpose, hB.eq,
    Matrix.mul_assoc]

/-- For linearly independent steps, a symmetric starting Hessian and symmetric `SᵀY`, the
multi-secant update is symmetric and meets all secant conditions. -/
theorem multiSecantUpdate_spec {S Y : Matrix n m ℝ} {B₀ : Matrix n n ℝ}
    (hS : LinearIndependent ℝ S.col) (hB : B₀.IsSymm) (hY : (Sᵀ * Y).IsSymm) :
    (multiSecantUpdate B₀ S Y).IsSymm ∧ multiSecantUpdate B₀ S Y * S = Y := by
  have hL := leftInv_mul hS
  have hYS : Yᵀ * S = Sᵀ * Y := by
    have h := hY.eq
    rwa [Matrix.transpose_mul, Matrix.transpose_transpose] at h
  unfold multiSecantUpdate
  obtain ⟨R, hRdef⟩ : ∃ R, R = Y - B₀ * S := ⟨_, rfl⟩
  rw [← hRdef]
  -- the residual inherits the symmetry condition
  have hR : Rᵀ * S = Sᵀ * R := by
    rw [hRdef, Matrix.transpose_sub, Matrix.transpose_mul, hB.eq, Matrix.sub_mul,
      Matrix.mul_sub, hYS, Matrix.mul_assoc]
  constructor
  · unfold Matrix.IsSymm
    simp only [Matrix.transpose_add, Matrix.transpose_sub, Matrix.transpose_mul,
      Matrix.transpose_transpose, hB.eq]
    rw [hR]
    simp only [Matrix.mul_assoc]
    abel
  · rw [Matrix.sub_mul, Matrix.add_mul, Matrix.add_mul, Matrix.mul_assoc R, hL,
      Matrix.mul_one, Matrix.mul_assoc (leftInv S)ᵀ Rᵀ S, hR,
      Matrix.mul_assoc ((leftInv S)ᵀ * (Sᵀ * R)) (leftInv S) S, hL, Matrix.mul_one, hRdef]
    abel

/-- For linearly independent steps `S`, a symmetric Hessian that reproduces all gradient
changes `Y` exists if and only if `SᵀY` is symmetric. -/
theorem exists_symmetric_hessian_iff {S : Matrix n m ℝ} (Y : Matrix n m ℝ)
    (hS : LinearIndependent ℝ S.col) :
    (∃ B : Matrix n n ℝ, B.IsSymm ∧ B * S = Y) ↔ (Sᵀ * Y).IsSymm := by
  constructor
  · rintro ⟨B, hB, h⟩
    exact isSymm_of_secant hB h
  · intro hY
    exact ⟨_, multiSecantUpdate_spec hS (B₀ := 0) Matrix.transpose_zero hY⟩

/-- For two or more linearly independent steps there is a direction `W` such that any gradient
changes `Y` met by a symmetric Hessian cease to be so when shifted by any nonzero multiple of `W`. -/
theorem secant_conditions_fragile {S : Matrix n m ℝ} (hS : LinearIndependent ℝ S.col)
    {i j : m} (hij : i ≠ j) :
    ∃ W : Matrix n m ℝ, ∀ Y : Matrix n m ℝ, (∃ B : Matrix n n ℝ, B.IsSymm ∧ B * S = Y) →
      ∀ ε : ℝ, ε ≠ 0 → ¬ ∃ B : Matrix n n ℝ, B.IsSymm ∧ B * S = Y + ε • W := by
  refine ⟨(leftInv S)ᵀ * Matrix.single i j 1, ?_⟩
  intro Y hY ε hε hW
  rw [exists_symmetric_hessian_iff _ hS] at hY hW
  -- the shift changes a single off-diagonal entry of `SᵀY`
  have hshift : Sᵀ * (Y + ε • ((leftInv S)ᵀ * Matrix.single i j (1 : ℝ)))
      = Sᵀ * Y + ε • Matrix.single i j (1 : ℝ) := by
    rw [Matrix.mul_add, Matrix.mul_smul, ← Matrix.mul_assoc, ← Matrix.transpose_mul,
      leftInv_mul hS, Matrix.transpose_one, Matrix.one_mul]
  rw [hshift] at hW
  have h1 := hY.apply i j
  have h2 := hW.apply i j
  rw [Matrix.add_apply, Matrix.add_apply, Matrix.smul_apply, Matrix.smul_apply, h1] at h2
  simp [Matrix.single_apply, hij, hij.symm] at h2
  exact hε h2

end

end SecantConditionsFragile
```

Compiling this gives:

```
Main.lean:92:10: error(lean.synthInstanceFailed): failed to synthesize instance of type class
  HMul (Matrix n m ℝ) (Matrix m m ℕ) (Matrix n m ℝ)

Hint: Type class instance resolution failures can be inspected with the `set_option trace.Meta.synthInstance true` command.
Main.lean:93:8: error: Tactic `introN` failed: There are no additional binders or `let` bindings in the goal to introduce

case refine_1
n : Type u_1
m : Type u_2
inst✝² : Fintype n
inst✝¹ : Fintype m
inst✝ : DecidableEq m
S : Matrix n m ℝ
hS : LinearIndependent ℝ S.col
i j : m
hij : i ≠ j
⊢ HMul (Matrix n m ℝ) (Matrix m m ℕ) (Matrix n m ℝ)
```

Diagnosis. The first error comes from the numeral in `Matrix.single i j 1`. Nothing inside that term says what kind of number the `1` is, and the real entries of the other factor and of the expected product did not settle it, so Lean fell back on its default for numerals, the natural numbers. The product then had a real matrix on the left and a matrix over `ℕ` on the right. Matrix multiplication in Mathlib needs the same entry type in both factors, so no `HMul` instance was found. Writing `(1 : ℝ)` makes both factors real.

The second error follows from the first. The missing instance was left as a goal of its own, `refine_1`, ahead of the real one, and `intro Y hY ε hε hW` was applied to it. That goal has no variables to introduce. Once the instance is found, `intro` meets the intended statement.

Dropping `Matrix.single_apply` from the `simp` call is mere tidying: neither message concerns it, and the call works without it.

This version goes through:

```diff
@@ -90,5 +90,5 @@
     ∃ W : Matrix n m ℝ, ∀ Y : Matrix n m ℝ, (∃ B : Matrix n n ℝ, B.IsSymm ∧ B * S = Y) →
       ∀ ε : ℝ, ε ≠ 0 → ¬ ∃ B : Matrix n n ℝ, B.IsSymm ∧ B * S = Y + ε • W := by
-  refine ⟨(leftInv S)ᵀ * Matrix.single i j 1, ?_⟩
+  refine ⟨(leftInv S)ᵀ * Matrix.single i j (1 : ℝ), ?_⟩
   intro Y hY ε hε hW
   rw [exists_symmetric_hessian_iff _ hS] at hY hW
@@ -102,5 +102,5 @@
   have h2 := hW.apply i j
   rw [Matrix.add_apply, Matrix.add_apply, Matrix.smul_apply, Matrix.smul_apply, h1] at h2
-  simp [Matrix.single_apply, hij, hij.symm] at h2
+  simp [hij, hij.symm] at h2
   exact hε h2
 
```
